# Every nonempty partial sum of \(\sum \sin(nx)/n\) is positive on \((0,\pi)\)

## Can Gibbs ripples flip the sign of a truncated sawtooth?

A sawtooth potential in a periodic cell, expanded in plane waves and cut off after \(N\) harmonics, ripples around its true profile \((\pi-x)/2\), \(0<x<2\pi\). Near \(x=\pi\) the profile itself is small, so a ripple might push the sum to the wrong side of zero. I believe this never happens: for every \(N\ge1\) and \(0<x<\pi\),

\[
S_N(x)=\sum_{n=1}^{N}\frac{\sin(nx)}{n}>0 .
\]

How is this proved rigorously, and can the proof be machine-checked?

## At an interior minimum, the last harmonic is nonnegative

The ripples never flip the sign, and the proof is machine-checked below. The slope is \(S_N'(x)=\sum_{n=1}^N\cos(nx)\). Since \(2\sin(x/2)\cos(nx)=\sin(nx+x/2)-\sin(nx-x/2)\), the sum telescopes:

\[
2\sin(x/2)\,S_N'(x)=\sin(Nx+x/2)-\sin(x/2).
\]

Where the slope vanishes in \((0,\pi)\), the two sines on the right are equal, so \(\cos(Nx+x/2)=\pm\cos(x/2)\). As \(\cos(x/2)>0\), this gives \(\cos(Nx+x/2)\le\cos(x/2)\). Writing \(Nx=(Nx+x/2)-x/2\) and using the equality of the sines,

\[
\sin(Nx)=\sin(x/2)\,[\cos(x/2)-\cos(Nx+x/2)]\ge0 .
\]

Now use induction. First, \(S_1(x)=\sin x>0\). Assume \(S_m>0\) on \((0,\pi)\), and suppose \(S_{m+1}(x)\le0\) for some \(x\) there. On \([0,\pi]\) the continuous function \(S_{m+1}\) has a minimum, with value at most zero. If it lies at an endpoint, its value is zero, so \(x\) is a minimum too. Either way there is an interior minimum \(y\) with \(S_{m+1}(y)\le0\). But the slope vanishes at \(y\), so

\[
S_{m+1}(y)=S_m(y)+\frac{\sin((m+1)y)}{m+1}\ge S_m(y)>0,
\]

a contradiction.

For \(N=3\) the slope is \(\cos(2x)(1+2\cos x)\), which vanishes at \(\pi/4\), \(2\pi/3\) and \(3\pi/4\). The values of \(S_3\) there are about \(1.443\), \(0.433\) and \(0.443\). The interior minimum is at \(2\pi/3\), where the third harmonic is zero and \(S_3=S_2=\sqrt3/4\).

Reflection gives \(S_N(2\pi-x)=-S_N(x)\), which settles the sign on the rest of the period. For real filter weights \(w_n\), summation by parts gives

\[
\sum_{n=1}^N w_n\frac{\sin(nx)}n=w_NS_N(x)+\sum_{n=1}^{N-1}(w_n-w_{n+1})S_n(x).
\]

If the weights are nonincreasing with \(w_N\ge0\) and \(w_1>0\), the coefficients on the right are nonnegative and add up to \(w_1\), so at least one is positive, and so is the sum.

**What the Lean statements say.** `sawtoothSum N x` is \(S_N(x)\), with \(x\) a real, dimensionless phase (\(2\pi\) times position over cell length). `fejer_jackson` assumes `1 ≤ N`, `0 < x` and `x < π`; the first hypothesis excludes the empty sum, which is zero. `sign_sawtoothSum` compares signs with \((\pi-x)/2\) on \((0,2\pi)\), including the common zero at \(\pi\). `filteredSum_pos` treats weights `w` under the conditions above, and `fejer_filter_pos` takes \(w_n=1-n/(N+1)\).

For plane-wave simulation, this means that cutting off the exact Fourier series of this one-dimensional sawtooth after one or more harmonics preserves its sign away from the jump, with the potential measured from its cell average. The theorems do not bound the Gibbs overshoot, address convergence or cover arbitrary profiles.

Modelling \(x\) as a point on a circle, with the sawtooth set to zero at its jump, would extend the sign statement to every phase; each phase away from the jump has a representative in \((0,2\pi)\), where `sign_sawtoothSum` applies.

```lean
import Mathlib

open Real

namespace FejerJackson

noncomputable section

/-- The sawtooth Fourier series truncated after the `N`-th harmonic. -/
def sawtoothSum (N : ℕ) (x : ℝ) : ℝ :=
  ∑ n ∈ Finset.Icc 1 N, Real.sin (n * x) / n

/-- The truncated sawtooth series with the `n`-th harmonic multiplied by a filter weight `w n`. -/
def filteredSum (w : ℕ → ℝ) (N : ℕ) (x : ℝ) : ℝ :=
  ∑ n ∈ Finset.Icc 1 N, w n * (Real.sin (n * x) / n)

/-- Raising the cutoff by one adds one harmonic to the filtered sum. -/
theorem filteredSum_succ (w : ℕ → ℝ) (N : ℕ) (x : ℝ) :
    filteredSum w (N + 1) x = filteredSum w N x
      + w (N + 1) * (Real.sin ((N + 1 : ℕ) * x) / (N + 1 : ℕ)) := by
  unfold filteredSum
  rw [Finset.sum_Icc_succ_top (by omega : 1 ≤ N + 1)]

/-- Raising the cutoff by one adds one harmonic to the sawtooth sum. -/
theorem sawtoothSum_succ (N : ℕ) (x : ℝ) :
    sawtoothSum (N + 1) x = sawtoothSum N x
      + Real.sin ((N + 1 : ℕ) * x) / (N + 1 : ℕ) := by
  unfold sawtoothSum
  rw [Finset.sum_Icc_succ_top (by omega : 1 ≤ N + 1)]

/-- The slope of the truncated sawtooth is the sum of the cosines of its harmonics. -/
theorem hasDerivAt_sawtoothSum (N : ℕ) (x : ℝ) :
    HasDerivAt (sawtoothSum N) (∑ n ∈ Finset.Icc 1 N, Real.cos (n * x)) x := by
  have h : HasDerivAt (fun y : ℝ => ∑ n ∈ Finset.Icc 1 N, Real.sin (n * y) / n)
      (∑ n ∈ Finset.Icc 1 N, Real.cos (n * x)) x := by
    refine HasDerivAt.fun_sum (fun n hn => ?_)
    have hn1 : 1 ≤ n := (Finset.mem_Icc.mp hn).1
    have hn0 : (n : ℝ) ≠ 0 := Nat.cast_ne_zero.mpr (by omega)
    have h1 : HasDerivAt (fun y : ℝ => Real.sin (n * y) / n)
        (Real.cos (n * x) * (n * 1) / n) x :=
      (((hasDerivAt_id' x).const_mul (n : ℝ)).sin).div_const (n : ℝ)
    exact h1.congr_deriv (by rw [mul_one, mul_div_assoc, div_self hn0, mul_one])
  exact h

/-- The Dirichlet kernel identity: the sum of cosines, multiplied by `2 sin (x/2)`, telescopes. -/
theorem dirichlet_kernel (N : ℕ) (x : ℝ) :
    2 * Real.sin (x / 2) * ∑ n ∈ Finset.Icc 1 N, Real.cos (n * x)
      = Real.sin (N * x + x / 2) - Real.sin (x / 2) := by
  induction N with
  | zero => simp
  | succ m ih =>
    rw [Finset.sum_Icc_succ_top (by omega : 1 ≤ m + 1), mul_add, ih]
    have e : (m : ℝ) * x + x / 2 = ((m + 1 : ℕ) : ℝ) * x - x / 2 := by
      push_cast
      ring
    rw [e, Real.sin_sub, Real.sin_add]
    ring

/-- Where the truncated sawtooth has zero slope inside `(0, π)`, its highest harmonic is
nonnegative. -/
theorem last_harmonic_nonneg (N : ℕ) {x : ℝ} (h0 : 0 < x) (hx : x < π)
    (hcrit : ∑ n ∈ Finset.Icc 1 N, Real.cos (n * x) = 0) :
    0 ≤ Real.sin (N * x) := by
  have hs : 0 < Real.sin (x / 2) :=
    Real.sin_pos_of_pos_of_lt_pi (by linarith) (by linarith)
  have hc : 0 < Real.cos (x / 2) :=
    Real.cos_pos_of_mem_Ioo ⟨by linarith, by linarith⟩
  have hd := dirichlet_kernel N x
  rw [hcrit, mul_zero] at hd
  have hsin : Real.sin (N * x + x / 2) = Real.sin (x / 2) := by linarith
  -- equal sines force cosines of equal magnitude
  have h1 := Real.sin_sq_add_cos_sq (N * x + x / 2)
  have h2 := Real.sin_sq_add_cos_sq (x / 2)
  rw [hsin] at h1
  have hle : Real.cos (N * x + x / 2) ≤ Real.cos (x / 2) := by
    by_contra hlt
    have hlt' := lt_of_not_ge hlt
    nlinarith
  have e : Real.sin (N * x)
      = Real.sin (x / 2) * (Real.cos (x / 2) - Real.cos (N * x + x / 2)) := by
    have e1 : (N : ℝ) * x = (N * x + x / 2) - x / 2 := by ring
    calc Real.sin (N * x) = Real.sin ((N * x + x / 2) - x / 2) := congrArg Real.sin e1
      _ = _ := by rw [Real.sin_sub, hsin]; ring
  rw [e]
  exact mul_nonneg hs.le (by linarith)

/-- **Fejér-Jackson inequality**: every nonempty partial sum of the sawtooth series is strictly
positive on `(0, π)`. -/
theorem fejer_jackson {N : ℕ} (hN : 1 ≤ N) {x : ℝ} (h0 : 0 < x) (hx : x < π) :
    0 < sawtoothSum N x := by
  induction N, hN using Nat.le_induction generalizing x with
  | base =>
    have e : sawtoothSum 1 x = Real.sin x := by simp [sawtoothSum]
    rw [e]
    exact Real.sin_pos_of_pos_of_lt_pi h0 hx
  | succ m hm ih =>
    -- at an interior minimum the new harmonic cannot lower the sum
    have crit : ∀ y : ℝ, 0 < y → y < π →
        IsMinOn (sawtoothSum (m + 1)) (Set.Icc 0 π) y → 0 < sawtoothSum (m + 1) y := by
      intro y hy0 hy hmin
      have hz := (hmin.isLocalMin (Icc_mem_nhds hy0 hy)).hasDerivAt_eq_zero
        (hasDerivAt_sawtoothSum (m + 1) y)
      have hl := last_harmonic_nonneg (m + 1) hy0 hy hz
      rw [sawtoothSum_succ]
      exact add_pos_of_pos_of_nonneg (ih hy0 hy) (div_nonneg hl (Nat.cast_nonneg _))
    by_contra hneg
    have hneg' : sawtoothSum (m + 1) x ≤ 0 := le_of_not_gt hneg
    have hcont : ContinuousOn (sawtoothSum (m + 1)) (Set.Icc 0 π) :=
      fun y _ => (hasDerivAt_sawtoothSum (m + 1) y).continuousAt.continuousWithinAt
    obtain ⟨z, hz, hmin⟩ := isCompact_Icc.exists_isMinOn ⟨x, h0.le, hx.le⟩ hcont
    have hzx : sawtoothSum (m + 1) z ≤ sawtoothSum (m + 1) x :=
      isMinOn_iff.mp hmin x ⟨h0.le, hx.le⟩
    -- if the minimum sits at an endpoint its value is zero, and `x` is a minimum too
    have hend : sawtoothSum (m + 1) z = 0 → False := by
      intro hz0
      refine hneg (crit x h0 hx (isMinOn_iff.mpr fun y hy => ?_))
      have := isMinOn_iff.mp hmin y hy
      linarith
    rcases hz.1.eq_or_lt with h | hz0
    · exact hend (by rw [← h]; simp [sawtoothSum])
    rcases hz.2.eq_or_lt with h | hzπ
    · exact hend (by rw [h]; simp [sawtoothSum, Real.sin_nat_mul_pi])
    have := crit z hz0 hzπ hmin
    linarith

/-- The truncated sawtooth is odd under reflection about `π`. -/
theorem sawtoothSum_reflect (N : ℕ) (x : ℝ) :
    sawtoothSum N (2 * π - x) = -sawtoothSum N x := by
  unfold sawtoothSum
  rw [← Finset.sum_neg_distrib]
  refine Finset.sum_congr rfl (fun n _ => ?_)
  rw [mul_sub, Real.sin_nat_mul_two_pi_sub, neg_div]

/-- For `N ≥ 1`, throughout the open period `(0, 2π)`, the truncated sawtooth has the same sign as
the sawtooth `(π - x)/2`. -/
theorem sign_sawtoothSum {N : ℕ} (hN : 1 ≤ N) {x : ℝ} (h0 : 0 < x) (hx : x < 2 * π) :
    SignType.sign (sawtoothSum N x) = SignType.sign ((π - x) / 2) := by
  have hr := sawtoothSum_reflect N x
  rcases lt_trichotomy x π with h | h | h
  · rw [sign_pos (fejer_jackson hN h0 h), sign_pos (by linarith)]
  · have e : 2 * π - x = x := by linarith
    rw [e] at hr
    have h1 : sawtoothSum N x = 0 := by linarith
    have h2 : (π - x) / 2 = 0 := by linarith
    rw [h1, h2]
  · have hp := fejer_jackson hN (x := 2 * π - x) (by linarith) (by linarith)
    rw [sign_neg (by linarith), sign_neg (by linarith)]

/-- A filter with nonincreasing weights, positive on the first harmonic and nonnegative at the
cutoff `N ≥ 1`, keeps the truncated sawtooth strictly positive on `(0, π)`. -/
theorem filteredSum_pos {w : ℕ → ℝ} {N : ℕ} (hN : 1 ≤ N)
    (hanti : ∀ n, 1 ≤ n → n < N → w (n + 1) ≤ w n) (h1 : 0 < w 1) (hlast : 0 ≤ w N)
    {x : ℝ} (h0 : 0 < x) (hx : x < π) : 0 < filteredSum w N x := by
  -- summation by parts, keeping track of where strict positivity comes from
  have key : ∀ m, 1 ≤ m → m ≤ N → 0 ≤ filteredSum w m x - w m * sawtoothSum m x ∧
      (0 < filteredSum w m x - w m * sawtoothSum m x ∨ 0 < w m) := by
    intro m hm
    induction m, hm using Nat.le_induction with
    | base =>
      intro _
      have e : filteredSum w 1 x - w 1 * sawtoothSum 1 x = 0 := by
        simp [filteredSum, sawtoothSum]
      exact ⟨e.ge, Or.inr h1⟩
    | succ m hm ih =>
      intro hmN
      obtain ⟨hD, hs⟩ := ih (by omega)
      have hS := fejer_jackson hm h0 hx
      have hw := hanti m hm (by omega)
      have e : filteredSum w (m + 1) x - w (m + 1) * sawtoothSum (m + 1) x
          = (filteredSum w m x - w m * sawtoothSum m x)
            + (w m - w (m + 1)) * sawtoothSum m x := by
        rw [filteredSum_succ, sawtoothSum_succ]
        ring
      have hp : 0 ≤ (w m - w (m + 1)) * sawtoothSum m x :=
        mul_nonneg (by linarith) hS.le
      rw [e]
      refine ⟨by linarith, ?_⟩
      rcases hs with hs | hs
      · exact Or.inl (by linarith)
      · rcases lt_or_ge 0 (w (m + 1)) with h | h
        · exact Or.inr h
        · have hq : 0 < (w m - w (m + 1)) * sawtoothSum m x :=
            mul_pos (by linarith) hS
          exact Or.inl (by linarith)
  obtain ⟨hD, hs⟩ := key N hN le_rfl
  have hS := fejer_jackson hN h0 hx
  have hp := mul_nonneg hlast hS.le
  rcases hs with hs | hs
  · linarith
  · have hq := mul_pos hs hS
    linarith

/-- With the Fejér weights `1 - n/(N+1)` and `N ≥ 1`, the truncated sawtooth is strictly positive on
`(0, π)`. -/
theorem fejer_filter_pos {N : ℕ} (hN : 1 ≤ N) {x : ℝ} (h0 : 0 < x) (hx : x < π) :
    0 < filteredSum (fun n => 1 - (n : ℝ) / (N + 1)) N x := by
  have hp : (0 : ℝ) < N + 1 := by positivity
  have hN' : (1 : ℝ) ≤ N := by exact_mod_cast hN
  refine filteredSum_pos hN ?_ ?_ ?_ h0 hx
  · intro n _ _
    show 1 - ((n + 1 : ℕ) : ℝ) / (N + 1) ≤ 1 - (n : ℝ) / (N + 1)
    have h : (n : ℝ) / (N + 1) ≤ ((n + 1 : ℕ) : ℝ) / (N + 1) :=
      div_le_div_of_nonneg_right (by push_cast; linarith) hp.le
    linarith
  · show 0 < 1 - ((1 : ℕ) : ℝ) / (N + 1)
    have h : ((1 : ℕ) : ℝ) / (N + 1) < 1 := (div_lt_one hp).2 (by push_cast; linarith)
    linarith
  · show 0 ≤ 1 - (N : ℝ) / (N + 1)
    have h : (N : ℝ) / (N + 1) ≤ 1 := (div_le_one hp).2 (by linarith)
    linarith

end

end FejerJackson
```

```lean
#print axioms FejerJackson.fejer_jackson
#print axioms FejerJackson.sign_sawtoothSum
#print axioms FejerJackson.fejer_filter_pos
```

```
'FejerJackson.fejer_jackson' depends on axioms: [propext, Classical.choice, Quot.sound]
'FejerJackson.sign_sawtoothSum' depends on axioms: [propext, Classical.choice, Quot.sound]
'FejerJackson.fejer_filter_pos' depends on axioms: [propext, Classical.choice, Quot.sound]
```

**How the proof runs.** `hasDerivAt_sawtoothSum` differentiates term by term, and `dirichlet_kernel` does the telescoping by induction on `N`. In `last_harmonic_nonneg`, `nlinarith` obtains the cosine inequality from the two identities \(\sin^2+\cos^2=1\), the equality of the sines and \(\cos(x/2)>0\).

In `fejer_jackson`, the induction generalizes `x`, because positivity of \(S_m\) is needed at the minimum and not only at the original point. `crit` is the interior-minimum step, `isCompact_Icc.exists_isMinOn` supplies the minimum, and `hend` handles the endpoints.

`sawtoothSum_reflect` supplies the reflection, and `sign_sawtoothSum` splits into \(x<\pi\), \(x=\pi\) and \(x>\pi\). In `filteredSum_pos`, `key` follows the difference between the filtered sum and \(w_mS_m\) as \(m\) grows: it stays nonnegative, and at each stage either it or \(w_m\) is strictly positive. `fejer_filter_pos` then checks the three weight conditions.
